# Two Landau gauges give the same lattice transmission when the broadenings are conjugated with the Hamiltonian

Take a tight-binding Hamiltonian $H$ on a finite rectangular lattice with Peierls phases $-By$ on the x-bonds and $0$ on the y-bonds, each phase belonging to the hop towards larger $x$ or $y$, and fix an energy $E$. The conjugation $H\mapsto UHU^\dagger$ by the diagonal unitary $U$ with entries $e^{iBxy}$ changes these phases to $0$ and $Bx$. If the broadenings $\Gamma_L,\Gamma_R$ are conjugated by the same $U$, the trace $\mathrm{Tr}(\Gamma_L G\Gamma_R G^\dagger)$ keeps its value, where $G$ is the inverse of $E-H+\tfrac{i}{2}(\Gamma_L+\Gamma_R)$.

For non-interacting electrons on a finite lattice, a transport calculation may therefore use whichever of the two gauges suits its slicing, provided that the lead terms are transformed as well.

```lean
import Mathlib

open Matrix

namespace PeierlsGaugeTransmission

noncomputable section
```

## Lattice, phases and Hamiltonian

A site is a pair $(x,y)$ with $0\le x<N_x$ and $0\le y<N_y$. The lattice constant is 1.

```lean
/-- The sites `(x, y)` of a finite rectangular lattice. -/
abbrev Site (Nx Ny : ℕ) := Fin Nx × Fin Ny
```

A bond with Peierls phase $\theta$ carries the factor $e^{i\theta}$.

```lean
/-- The phase factor `exp(iθ)`. -/
def phase (θ : ℝ) : ℂ := Complex.exp (θ * Complex.I)
```

The forward hopping matrix $T$ has its row at the head of a bond and its column at the tail:

$$T_{(x+1,y),(x,y)}=-t_x(x,y)\,e^{i\theta_x(x,y)},\qquad T_{(x,y+1),(x,y)}=-t_y(x,y)\,e^{i\theta_y(x,y)}.$$

All other entries vanish. Strengths and phases are real functions on pairs of natural numbers, labelled by the tail of the bond, and only their values on bonds of the lattice enter.

```lean
/-- Forward hopping: the amplitude from `b` to `a` is `-t exp(iθ)` if `a` is the right or
upper neighbour of `b`, and zero otherwise. -/
def hopping {Nx Ny : ℕ} (tx ty θx θy : ℕ → ℕ → ℝ) : Matrix (Site Nx Ny) (Site Nx Ny) ℂ :=
  Matrix.of fun a b =>
    if a.1.val = b.1.val + 1 ∧ a.2 = b.2 then -(tx b.1 b.2 : ℂ) * phase (θx b.1 b.2)
    else if a.1 = b.1 ∧ a.2.val = b.2.val + 1 then -(ty b.1 b.2 : ℂ) * phase (θy b.1 b.2)
    else 0
```

With real on-site energies $\varepsilon$, the Hamiltonian is $H=\mathrm{diag}(\varepsilon)+T+T^\dagger$. The boundaries are open, and there is one orbital per site without spin. Disorder in energies and bond strengths is allowed.

```lean
/-- The tight-binding Hamiltonian: on-site energies, forward hopping and its adjoint. -/
def hamiltonian {Nx Ny : ℕ} (ε : Site Nx Ny → ℝ) (tx ty θx θy : ℕ → ℕ → ℝ) :
    Matrix (Site Nx Ny) (Site Nx Ny) ℂ :=
  Matrix.diagonal (fun a => (ε a : ℂ)) + hopping tx ty θx θy + (hopping tx ty θx θy)ᴴ
```

A gauge function $\chi$ defines the matrix $U=\mathrm{diag}(e^{i\chi(x,y)})$.

```lean
/-- The diagonal gauge matrix with phase `χ x y` at site `(x, y)`. -/
def gauge {Nx Ny : ℕ} (χ : ℕ → ℕ → ℝ) : Matrix (Site Nx Ny) (Site Nx Ny) ℂ :=
  Matrix.diagonal fun a => phase (χ a.1 a.2)
```

The phases collected counterclockwise around a plaquette add up to

$$\theta_x(x,y)+\theta_y(x+1,y)-\theta_x(x,y+1)-\theta_y(x,y).$$

For the phases $(-By,0)$ this is $-By+B(y+1)=B$. The constant $B$ is thus the phase $q\Phi/\hbar$ that a particle of charge $q$ collects from the magnetic flux $\Phi$ through one plaquette, and $|B|=2\pi$ is one flux quantum $h/|q|$.

```lean
/-- The Peierls flux through the plaquette with lower left corner `(x, y)`. -/
def flux (θx θy : ℕ → ℕ → ℝ) (x y : ℕ) : ℝ :=
  θx x y + θy (x + 1) y - θx x (y + 1) - θy x y
```

## Green's function and transmission trace

The Green's function enters through its defining equation

$$\left(E-H+\tfrac{i}{2}(\Gamma_L+\Gamma_R)\right)G=1.$$

`IsGreen` states this for a given matrix `G`. Since the matrices are square and finite, such a $G$ is the two-sided inverse. Its existence is assumed in the theorems on the transmission trace; a state that is decoupled from both leads can make the matrix singular at its energy.

The leads appear only through $\Gamma_L$ and $\Gamma_R$ at the fixed energy $E$. A level shift from the leads can be absorbed in $\varepsilon$ if it is site-diagonal. For other shifts, the general theorem `transmission_conj` below applies: its $H$ is any matrix, so it may contain the shift, which is then conjugated as well.

```lean
/-- `G` is the inverse of `E - H + i(Γ_L + Γ_R)/2`. -/
def IsGreen {n : Type*} [Fintype n] [DecidableEq n] (E : ℝ) (H ΓL ΓR G : Matrix n n ℂ) : Prop :=
  ((E : ℂ) • (1 : Matrix n n ℂ) - H + (Complex.I / 2) • (ΓL + ΓR)) * G = 1
```

The transmission trace is a complex number in the code, because the broadenings may be arbitrary complex matrices. The physical case is that of Hermitian, positive semidefinite ones.

```lean
/-- The transmission trace `Tr(Γ_L G Γ_R G†)`. -/
def transmission {n : Type*} [Fintype n] (ΓL ΓR G : Matrix n n ℂ) : ℂ :=
  (ΓL * G * ΓR * Gᴴ).trace
```

## What a gauge transformation does to a bond

Phase factors obey $e^{i(a+b)}=e^{ia}e^{ib}$.

```lean
/-- Phase factors multiply when phases add. -/
theorem phase_add (a b : ℝ) : phase (a + b) = phase a * phase b := by
  simp only [phase, Complex.ofReal_add, add_mul, Complex.exp_add]
```

Complex conjugation gives $(e^{ia})^*=e^{-ia}$.

```lean
/-- Complex conjugation reverses a phase. -/
theorem star_phase (a : ℝ) : star (phase a) = phase (-a) := by
  simp only [phase, Complex.star_def, ← Complex.exp_conj, map_mul, Complex.conj_ofReal,
    Complex.conj_I, Complex.ofReal_neg, mul_neg, neg_mul]
```

Hence each diagonal entry of $UU^\dagger$ is $e^{i\chi}e^{-i\chi}=1$, and $U$ is unitary.

```lean
/-- The gauge matrix is unitary. -/
theorem gauge_unitary {Nx Ny : ℕ} (χ : ℕ → ℕ → ℝ) :
    (gauge χ : Matrix (Site Nx Ny) (Site Nx Ny) ℂ) * (gauge χ)ᴴ = 1 := by
  rw [gauge, Matrix.diagonal_conjTranspose, Matrix.diagonal_mul_diagonal, ← Matrix.diagonal_one]
  refine congrArg Matrix.diagonal (funext fun a => ?_)
  show phase (χ a.1 a.2) * star (phase (χ a.1 a.2)) = 1
  rw [star_phase, ← phase_add, add_neg_cancel]
  simp [phase]
```

Diagonal matrices commute, so $UDU^\dagger=DUU^\dagger=D$ for every site-diagonal $D$. On-site energies are unaffected, and so are site-diagonal broadenings.

```lean
/-- A site-diagonal matrix is unchanged by a gauge transformation. -/
theorem gauge_diagonal {Nx Ny : ℕ} (χ : ℕ → ℕ → ℝ) (d : Site Nx Ny → ℂ) :
    gauge χ * Matrix.diagonal d * (gauge χ)ᴴ = Matrix.diagonal d := by
  have comm : gauge χ * Matrix.diagonal d = Matrix.diagonal d * gauge χ := by
    rw [gauge, Matrix.diagonal_mul_diagonal, Matrix.diagonal_mul_diagonal]
    exact congrArg Matrix.diagonal (funext fun a => mul_comm _ _)
  rw [comm, Matrix.mul_assoc, gauge_unitary, Matrix.mul_one]
```

For a bond from $b$ to $a$,

$$(UTU^\dagger)_{ab}=e^{i\chi(a)}\,T_{ab}\,e^{-i\chi(b)},$$

so its phase becomes $\theta'=\theta+\chi(a)-\chi(b)$. The hypotheses `hx` and `hy` state this relation for the x-bonds and y-bonds inside the lattice. In the proof, `split_ifs` separates the right neighbour, the upper neighbour and all remaining pairs. The adjoint of the result for $T$ handles $T^\dagger$, and the diagonal part is fixed by the previous lemma.

```lean
/-- A gauge transformation adds to the Peierls phase of each bond the difference of `χ`
between its two ends. -/
theorem gauge_hamiltonian {Nx Ny : ℕ} (ε : Site Nx Ny → ℝ) (tx ty : ℕ → ℕ → ℝ)
    {χ θx θy θx' θy' : ℕ → ℕ → ℝ}
    (hx : ∀ x y, x + 1 < Nx → y < Ny → θx' x y = θx x y + χ (x + 1) y - χ x y)
    (hy : ∀ x y, x < Nx → y + 1 < Ny → θy' x y = θy x y + χ x (y + 1) - χ x y) :
    gauge χ * hamiltonian ε tx ty θx θy * (gauge χ)ᴴ = hamiltonian ε tx ty θx' θy' := by
  -- the forward hopping is compared bond by bond
  have hT : gauge χ * hopping tx ty θx θy * (gauge χ)ᴴ
      = (hopping tx ty θx' θy' : Matrix (Site Nx Ny) (Site Nx Ny) ℂ) := by
    ext a b
    rw [gauge, Matrix.diagonal_conjTranspose, Matrix.mul_diagonal, Matrix.diagonal_mul]
    show phase (χ a.1 a.2) * hopping tx ty θx θy a b * star (phase (χ b.1 b.2)) = _
    rw [star_phase]
    simp only [hopping, Matrix.of_apply]
    split_ifs with h1 h2
    · rw [hx b.1 b.2 (by have := a.1.isLt; omega) b.2.isLt, h1.1, h1.2, sub_eq_add_neg,
        phase_add, phase_add]
      ring
    · rw [hy b.1 b.2 b.1.isLt (by have := a.2.isLt; omega), h2.1, h2.2, sub_eq_add_neg,
        phase_add, phase_add]
      ring
    · ring
  -- the backward hopping follows by taking adjoints
  have hTd : gauge χ * (hopping tx ty θx θy)ᴴ * (gauge χ)ᴴ
      = (hopping tx ty θx' θy' : Matrix (Site Nx Ny) (Site Nx Ny) ℂ)ᴴ := by
    rw [← hT]
    simp only [Matrix.conjTranspose_mul, Matrix.conjTranspose_conjTranspose, Matrix.mul_assoc]
  rw [hamiltonian, hamiltonian, Matrix.mul_add, Matrix.mul_add, Matrix.add_mul, Matrix.add_mul,
    gauge_diagonal, hT, hTd]
```

Now put $\chi=Bxy$. The new phases are

$$-By+B(x+1)y-Bxy=0,\qquad 0+Bx(y+1)-Bxy=Bx.$$

The order of the factors matters here. Using $U^\dagger HU$ instead subtracts the differences of $\chi$ and yields the phases $-2By$ and $-Bx$. Their flux is still $B$, so a comparison of transmissions with site-diagonal broadenings would not reveal the slip.

```lean
/-- The gauge matrix with phases `Bxy` turns the Peierls phases `-By` on x-bonds and `0` on
y-bonds into `0` on x-bonds and `Bx` on y-bonds. -/
theorem landau_gauge_change {Nx Ny : ℕ} (ε : Site Nx Ny → ℝ) (tx ty : ℕ → ℕ → ℝ) (B : ℝ) :
    gauge (fun x y => B * x * y) * hamiltonian ε tx ty (fun _ y => -(B * y)) (fun _ _ => 0)
        * (gauge (fun x y => B * x * y))ᴴ
      = hamiltonian ε tx ty (fun _ _ => 0) (fun x _ => B * x) := by
  apply gauge_hamiltonian
  · intro x y _ _
    show (0 : ℝ) = -(B * y) + B * ((x + 1 : ℕ) : ℝ) * y - B * x * y
    push_cast
    ring
  · intro x y _ _
    show B * x = 0 + B * x * ((y + 1 : ℕ) : ℝ) - B * x * y
    push_cast
    ring
```

## Why the trace is invariant

Let $A=E-H+\tfrac{i}{2}(\Gamma_L+\Gamma_R)$, and let $U$ be any unitary. Since $U\,1\,U^\dagger=1$, conjugating $H$, $\Gamma_L$ and $\Gamma_R$ turns $A$ into $UAU^\dagger$. Then

$$(UAU^\dagger)(UGU^\dagger)=UAGU^\dagger=1,$$

and uniqueness of the inverse gives $G'=UGU^\dagger$ for the Green's function $G'$ of the conjugated matrices. Inserting this into the trace,

$$\mathrm{Tr}(U\Gamma_LG\Gamma_RG^\dagger U^\dagger)=\mathrm{Tr}(\Gamma_LG\Gamma_RG^\dagger)$$

by cyclicity. In the code, `key` is the rule that an inner $U^\dagger U$ disappears from a product, `hA` is the conjugation of $A$, and `hGG` is the formula for $G'$. Hermiticity of the broadenings is not used.

```lean
/-- Conjugating the Hamiltonian and both broadenings by one unitary conjugates the Green's
function and leaves the transmission trace unchanged. -/
theorem transmission_conj {n : Type*} [Fintype n] [DecidableEq n] {E : ℝ}
    {U H ΓL ΓR G G' : Matrix n n ℂ} (hU : U * Uᴴ = 1) (hG : IsGreen E H ΓL ΓR G)
    (hG' : IsGreen E (U * H * Uᴴ) (U * ΓL * Uᴴ) (U * ΓR * Uᴴ) G') :
    G' = U * G * Uᴴ ∧
      transmission (U * ΓL * Uᴴ) (U * ΓR * Uᴴ) G' = transmission ΓL ΓR G := by
  have hV : Uᴴ * U = 1 := mul_eq_one_comm.mp hU
  have key : ∀ M N : Matrix n n ℂ, (U * M * Uᴴ) * (U * N * Uᴴ) = U * (M * N) * Uᴴ := by
    intro M N
    calc (U * M * Uᴴ) * (U * N * Uᴴ) = U * M * (Uᴴ * U) * N * Uᴴ := by
          simp only [Matrix.mul_assoc]
      _ = U * (M * N) * Uᴴ := by
          rw [hV, Matrix.mul_one]
          simp only [Matrix.mul_assoc]
  unfold IsGreen at hG hG'
  have hA : (E : ℂ) • (1 : Matrix n n ℂ) - U * H * Uᴴ
        + (Complex.I / 2) • (U * ΓL * Uᴴ + U * ΓR * Uᴴ)
      = U * ((E : ℂ) • (1 : Matrix n n ℂ) - H + (Complex.I / 2) • (ΓL + ΓR)) * Uᴴ := by
    simp only [Matrix.mul_add, Matrix.mul_sub, Matrix.add_mul, Matrix.sub_mul, Matrix.mul_smul,
      Matrix.smul_mul, Matrix.mul_one, hU, smul_add]
  rw [hA] at hG'
  -- the conjugated Green's function is an inverse, and inverses are unique
  have hX := key ((E : ℂ) • (1 : Matrix n n ℂ) - H + (Complex.I / 2) • (ΓL + ΓR)) G
  rw [hG, Matrix.mul_one, hU] at hX
  have hGG : G' = U * G * Uᴴ := by
    have hX' := mul_eq_one_comm.mp hX
    rw [← Matrix.one_mul G', ← hX', Matrix.mul_assoc, hG', Matrix.mul_one]
  refine ⟨hGG, ?_⟩
  have hGd : (U * G * Uᴴ)ᴴ = U * Gᴴ * Uᴴ := by
    simp only [Matrix.conjTranspose_mul, Matrix.conjTranspose_conjTranspose, Matrix.mul_assoc]
  -- cyclicity of the trace removes the outer unitaries
  rw [transmission, transmission, hGG, hGd, key, key, key, Matrix.trace_mul_comm,
    ← Matrix.mul_assoc, hV, Matrix.one_mul]
```

For the two Landau gauges, take $U=\mathrm{diag}(e^{iBxy})$. The hypothesis `hG` describes $G$ in the gauge $(-By,0)$ with broadenings $\Gamma_L,\Gamma_R$. The hypothesis `hG'` describes $G'$ in the gauge $(0,Bx)$ with $U\Gamma_LU^\dagger$ and $U\Gamma_RU^\dagger$. The change of gauge rewrites the second Hamiltonian as $UHU^\dagger$, and the general invariance applies.

```lean
/-- The two Landau gauges give the same transmission trace when the broadenings are
conjugated together with the Hamiltonian by the phases `Bxy`. -/
theorem landau_transmission {Nx Ny : ℕ} (ε : Site Nx Ny → ℝ) (tx ty : ℕ → ℕ → ℝ) (B E : ℝ)
    {ΓL ΓR G G' U : Matrix (Site Nx Ny) (Site Nx Ny) ℂ} (hU : U = gauge fun x y => B * x * y)
    (hG : IsGreen E (hamiltonian ε tx ty (fun _ y => -(B * y)) (fun _ _ => 0)) ΓL ΓR G)
    (hG' : IsGreen E (hamiltonian ε tx ty (fun _ _ => 0) (fun x _ => B * x))
      (U * ΓL * Uᴴ) (U * ΓR * Uᴴ) G') :
    transmission (U * ΓL * Uᴴ) (U * ΓR * Uᴴ) G' = transmission ΓL ΓR G := by
  subst hU
  rw [← landau_gauge_change] at hG'
  exact (transmission_conj (gauge_unitary _) hG hG').2
```

## For site-diagonal broadenings, equal flux through every plaquette is enough

Let the broadenings be site-diagonal, and let two phase patterns $\theta$ and $\theta'$ have the same flux through each plaquette. Write $\delta_x=\theta_x'-\theta_x$ and $\delta_y=\theta_y'-\theta_y$, and sum along the bottom row and then up the column:

$$\chi(x,y)=\sum_{k<x}\delta_x(k,0)+\sum_{j<y}\delta_y(x,j).$$

By construction $\chi(x,y+1)-\chi(x,y)=\delta_y(x,y)$. For the x-bonds, the claim $\chi(x+1,y)-\chi(x,y)=\delta_x(x,y)$ holds at $y=0$. If it holds at $y$, then

$$\chi(x+1,y+1)-\chi(x,y+1)=\delta_x(x,y)+\delta_y(x+1,y)-\delta_y(x,y)=\delta_x(x,y+1),$$

where the last equality is that of the fluxes. This is the induction in `hx`. The two patterns are therefore related by a gauge transformation, which leaves the diagonal broadenings alone. On a lattice only one site wide there are no plaquettes, and all phase patterns give the same trace.

```lean
/-- For site-diagonal broadenings, two patterns of Peierls phases with the same flux through
every plaquette of the lattice give the same transmission trace. -/
theorem transmission_eq_of_equal_flux {Nx Ny : ℕ} (ε : Site Nx Ny → ℝ) (tx ty : ℕ → ℕ → ℝ)
    {θx θy θx' θy' : ℕ → ℕ → ℝ} {E : ℝ} {γL γR : Site Nx Ny → ℂ}
    {G G' : Matrix (Site Nx Ny) (Site Nx Ny) ℂ}
    (hflux : ∀ x y, x + 1 < Nx → y + 1 < Ny → flux θx θy x y = flux θx' θy' x y)
    (hG : IsGreen E (hamiltonian ε tx ty θx θy) (diagonal γL) (diagonal γR) G)
    (hG' : IsGreen E (hamiltonian ε tx ty θx' θy') (diagonal γL) (diagonal γR) G') :
    transmission (diagonal γL) (diagonal γR) G' = transmission (diagonal γL) (diagonal γR) G := by
  -- sum the phase differences along the bottom row, then up the column
  obtain ⟨χ, hχ⟩ : ∃ χ : ℕ → ℕ → ℝ, ∀ x y, χ x y =
      ∑ k ∈ Finset.range x, (θx' k 0 - θx k 0) + ∑ j ∈ Finset.range y, (θy' x j - θy x j) :=
    ⟨_, fun _ _ => rfl⟩
  have hx : ∀ x y, x + 1 < Nx → y < Ny → θx' x y = θx x y + χ (x + 1) y - χ x y := by
    intro x y h1
    induction y with
    | zero =>
      intro _
      simp only [hχ, Finset.sum_range_succ, Finset.sum_range_zero]
      ring
    | succ y ih =>
      intro h2
      have h3 := ih (by omega)
      have h4 := hflux x y h1 h2
      simp only [flux] at h4
      simp only [hχ, Finset.sum_range_succ] at h3 ⊢
      linarith
  have hy : ∀ x y, x < Nx → y + 1 < Ny → θy' x y = θy x y + χ x (y + 1) - χ x y := by
    intro x y _ _
    simp only [hχ, Finset.sum_range_succ]
    ring
  have hfin := (transmission_conj (G' := G') (gauge_unitary χ) hG (by
    rw [gauge_hamiltonian ε tx ty hx hy, gauge_diagonal, gauge_diagonal]
    exact hG')).2
  rwa [gauge_diagonal, gauge_diagonal] at hfin
```

## One plaquette with half a flux quantum

Take $2\times2$ sites, $B=\pi$, unit hopping and $\varepsilon=0$. Let $\Gamma_L$ be $2$ on the left column and $\Gamma_R$ be $2$ on the right column, with zeros elsewhere. Each site has two neighbours, so the diagonal of $H^2$ is $2$. The two paths between opposite corners have opposite signs and cancel, so $H^2=2$. At $E=0$ the matrix to invert is $-H+i$, and

$$(-H+i)(H+i)=-H^2-1=-3,\qquad G=-\tfrac13(H+i).$$

The code verifies $H^2=2$ entry by entry and then follows this algebra.

```lean
/-- On a single plaquette with `B = π`, unit hopping, zero on-site energies, and broadenings equal
to 2 on the left column for one lead and on the right column for the other, `-(H + i)/3` is the
Green's function at zero energy. -/
theorem isGreen_witness (H : Matrix (Site 2 2) (Site 2 2) ℂ)
    (hH : H = hamiltonian (fun _ => 0) (fun _ _ => 1) (fun _ _ => 1)
      (fun _ y => -(Real.pi * y)) (fun _ _ => 0)) :
    IsGreen 0 H (diagonal fun a => if a.1 = 0 then 2 else 0)
      (diagonal fun a => if a.1 = 1 then 2 else 0)
      ((-(1 / 3) : ℂ) • (H + Complex.I • (1 : Matrix (Site 2 2) (Site 2 2) ℂ))) := by
  have h0 : phase 0 = 1 := by simp [phase]
  have hm : phase (-Real.pi) = -1 := by
    simp [phase, Complex.exp_neg, Complex.exp_pi_mul_I]
  -- at half a flux quantum the two paths around the plaquette cancel
  have hsq : H * H = (2 : ℂ) • (1 : Matrix (Site 2 2) (Site 2 2) ℂ) := by
    subst hH
    ext ⟨a, b⟩ ⟨c, d⟩
    fin_cases a <;> fin_cases b <;> fin_cases c <;> fin_cases d <;>
      simp [hamiltonian, hopping, Matrix.mul_apply, Fintype.sum_prod_type, Fin.sum_univ_two,
        h0, hm] <;> norm_num
  have hΓ : (diagonal fun a : Site 2 2 => if a.1 = 0 then (2 : ℂ) else 0)
      + (diagonal fun a : Site 2 2 => if a.1 = 1 then (2 : ℂ) else 0)
      = (2 : ℂ) • (1 : Matrix (Site 2 2) (Site 2 2) ℂ) := by
    ext ⟨a, b⟩ ⟨c, d⟩
    fin_cases a <;> fin_cases b <;> fin_cases c <;> fin_cases d <;>
      simp
  have hA : ((0 : ℝ) : ℂ) • (1 : Matrix (Site 2 2) (Site 2 2) ℂ) - H
      + (Complex.I / 2) • ((2 : ℂ) • (1 : Matrix (Site 2 2) (Site 2 2) ℂ))
      = -H + Complex.I • (1 : Matrix (Site 2 2) (Site 2 2) ℂ) := by
    rw [Complex.ofReal_zero]
    module
  have e : (-H + Complex.I • (1 : Matrix (Site 2 2) (Site 2 2) ℂ))
      * (H + Complex.I • (1 : Matrix (Site 2 2) (Site 2 2) ℂ))
      = -(H * H) + (Complex.I * Complex.I) • (1 : Matrix (Site 2 2) (Site 2 2) ℂ) := by
    simp only [Matrix.add_mul, Matrix.mul_add, Matrix.neg_mul, Matrix.smul_mul, Matrix.mul_smul,
      Matrix.one_mul, Matrix.mul_one]
    module
  unfold IsGreen
  rw [hΓ, hA, Matrix.mul_smul, e, hsq, Complex.I_mul_I]
  module

end

end PeierlsGaugeTransmission
```

```lean
#print axioms PeierlsGaugeTransmission.landau_transmission
#print axioms PeierlsGaugeTransmission.transmission_eq_of_equal_flux
```

```
'PeierlsGaugeTransmission.landau_transmission' depends on axioms: [propext, Classical.choice, Quot.sound]
'PeierlsGaugeTransmission.transmission_eq_of_equal_flux' depends on axioms: [propext, Classical.choice, Quot.sound]
```

The same plaquette shows what goes wrong without the condition of equal flux. At $B=\pi$, two of the four entries of $G$ that lead from the right column to the left vanish and the other two have modulus $\tfrac13$, so the trace is $4\cdot2\cdot\tfrac19=\tfrac89$. At $B=0$, the even and odd combinations of the two rows decouple into two-site chains with on-site energies $-s$, $s=\pm1$. The entry of $G$ that joins the ends of a chain has squared modulus $1/|(s+i)^2-1|^2=\tfrac15$, and the trace is $4\cdot2\cdot\tfrac15=\tfrac85$. These two traces were worked out by hand and are not part of the Lean file.
